# For a continuous convex adiabatic connection, half-and-half mixing of the exact endpoints never falls below the exchange-correlation energy

Let $W$ be continuous and convex on $[0,1]$. Then

$$\int_0^1 W(l)\,dl \;\le\; \frac{W(0)+W(1)}{2},$$

and the two sides are equal if and only if $W$ is affine on $[0,1]$, that is, $W(l)=p+q\,l$ there for some constants $p$ and $q$.

In density functional theory this fixes the sign of the error of half-and-half mixing, for any system whose adiabatic connection curve is convex and whose two endpoint values are known exactly. The mixed energy is then too high, or exact when the curve is a straight line.

## The curve, its integral and the hybrids

The variable $l$ is the coupling strength, often written $\lambda$. It scales the electron-electron repulsion from $l=0$ (non-interacting Kohn-Sham electrons) to $l=1$ (the physical system), while the density is held fixed. At each $l$, the integrand $W(l)$ is the expectation value of the unscaled repulsion minus the Hartree energy. At $l=0$ it is the exact exchange energy, and its integral over $l$ is the exchange-correlation energy.

The Lean file starts from the curve itself. `W` is any function from the reals to the reals, and only its values on $[0,1]$ matter. No wavefunction, density or Hamiltonian appears.

```lean
import Mathlib

open Set

namespace AdiabaticConnectionHalfAndHalf

noncomputable section
```

The exchange-correlation energy $E_{xc}=\int_0^1 W(l)\,dl$ is taken as a definition. The theorems that contain this integral for a general `W` assume continuity on $[0,1]$, which guarantees that the integral is meaningful.

```lean
/-- The exchange-correlation energy: the integral of the adiabatic connection integrand `W`
over the coupling strength from 0 to 1. -/
def xcEnergy (W : ℝ → ℝ) : ℝ := ∫ l in (0 : ℝ)..1, W l
```

In this text, the global hybrid with fraction $a$ means $a\,W(0)+(1-a)\,W(1)$. The definition lets $a$ be any real number, so a bound on $a$ has to be proved.

```lean
/-- The global hybrid that mixes a fraction `a` of the non-interacting endpoint `W 0` with a
fraction `1 - a` of the fully interacting endpoint `W 1`. -/
def globalHybrid (W : ℝ → ℝ) (a : ℝ) : ℝ := a * W 0 + (1 - a) * W 1
```

The half-and-half value is the case $a=1/2$. It is also the trapezoid rule with a single interval.

```lean
/-- The half-and-half value: the trapezoid estimate from the two endpoints. -/
def halfAndHalf (W : ℝ → ℝ) : ℝ := (W 0 + W 1) / 2
```

The chord is the straight line through the two endpoint values, $C(l)=(1-l)\,W(0)+l\,W(1)$.

```lean
/-- The straight line in the coupling strength through the two endpoint values of `W`. -/
def chord (W : ℝ → ℝ) (l : ℝ) : ℝ := (1 - l) * W 0 + l * W 1
```

The last definition says that the curve is a straight line on $[0,1]$. It places no condition on `W` elsewhere, and a constant curve counts as affine, with $q=0$.

```lean
/-- The integrand is affine in the coupling strength on the interval from 0 to 1. -/
def IsAffineIntegrand (W : ℝ → ℝ) : Prop :=
  ∃ p q : ℝ, ∀ l ∈ Icc (0 : ℝ) 1, W l = p + q * l
```

Convexity is assumed here and not derived from the Coulomb interaction. For a decreasing curve it means diminishing returns: when the coupling is raised in equal steps, each step lowers $W$ by no more than the one before.

## (a) A convex curve lies on or below its chord

**Task.** Show that $W(l)\le C(l)$ for every $l$ in $[0,1]$ if $W$ is convex on $[0,1]$.

**Solution.** Convexity says that for points $x,y$ in $[0,1]$ and weights $s,t\ge 0$ with $s+t=1$,

$$W(s\,x+t\,y)\le s\,W(x)+t\,W(y).$$

Take $x=0$, $y=1$, $s=1-l$ and $t=l$. Both weights are non-negative because $0\le l\le 1$, and they add up to one. The argument on the left is $(1-l)\cdot 0+l\cdot 1=l$, and the right side is $C(l)$.

In Lean, `ConvexOn ℝ (Icc 0 1) W` is this definition of convexity, and `hW.2` is its inequality. The proof supplies the same two points and weights, and `simpa` simplifies the argument to `l`.

```lean
/-- A convex integrand lies on or below the chord through its endpoints. -/
theorem le_chord {W : ℝ → ℝ} (hW : ConvexOn ℝ (Icc 0 1) W) {l : ℝ}
    (hl : l ∈ Icc (0 : ℝ) 1) : W l ≤ chord W l := by
  have h0 : (0 : ℝ) ∈ Icc (0 : ℝ) 1 := ⟨le_refl 0, zero_le_one⟩
  have h1 : (1 : ℝ) ∈ Icc (0 : ℝ) 1 := ⟨zero_le_one, le_refl 1⟩
  have h := hW.2 h0 h1 (sub_nonneg.mpr hl.2) hl.1 (by ring)
  simpa [chord, smul_eq_mul] using h
```

## (b) The energy of a quadratic integrand

**Task.** Compute $E_{xc}$ for $W(l)=p+q\,l+r\,l^2$, with arbitrary real $p,q,r$.

**Solution.** An antiderivative is

$$F(x)=p\,x+\frac{q}{2}x^2+\frac{r}{3}x^3,\qquad F'(x)=p+q\,x+r\,x^2.$$

Since $F(0)=0$, the fundamental theorem of calculus gives

$$E_{xc}=F(1)-F(0)=p+\frac q2+\frac r3.$$

The hypothesis `h` in the Lean proof is the statement about $F'$, assembled from the derivatives of the three terms. The lemma `intervalIntegral.integral_eq_sub_of_hasDerivAt` is the fundamental theorem, and `ring` evaluates $F(1)-F(0)$.

```lean
/-- The exchange-correlation energy of an integrand quadratic in the coupling strength. -/
theorem xcEnergy_quadratic (p q r : ℝ) :
    xcEnergy (fun l => p + q * l + r * l ^ 2) = p + q / 2 + r / 3 := by
  have h : ∀ x ∈ uIcc (0 : ℝ) 1,
      HasDerivAt (fun x : ℝ => p * x + q / 2 * x ^ 2 + r / 3 * x ^ 3)
        (p + q * x + r * x ^ 2) x := by
    intro x _
    have h1 := (hasDerivAt_id' x).const_mul p
    have h2 := (hasDerivAt_pow 2 x).const_mul (q / 2)
    have h3 := (hasDerivAt_pow 3 x).const_mul (r / 3)
    exact ((h1.fun_add h2).fun_add h3).congr_deriv (by norm_num; ring)
  unfold xcEnergy
  rw [intervalIntegral.integral_eq_sub_of_hasDerivAt h
    (Continuous.intervalIntegrable (by fun_prop) _ _)]
  ring
```

## (c) The chord integrates to the half-and-half value

**Task.** Show that $\int_0^1 C(l)\,dl=\tfrac12\bigl(W(0)+W(1)\bigr)$.

**Solution.** Collect powers of $l$:

$$C(l)=W(0)+\bigl(W(1)-W(0)\bigr)\,l.$$

This is the quadratic of part (b) with $p=W(0)$, $q=W(1)-W(0)$ and $r=0$. Its integral is

$$W(0)+\frac{W(1)-W(0)}{2}=\frac{W(0)+W(1)}{2}.$$

The Lean proof takes the same route: it rewrites the chord as a quadratic with a zero second-order term and applies `xcEnergy_quadratic`. Nothing is assumed about `W`, because only two of its values enter.

```lean
/-- The chord integrates to the half-and-half value. -/
theorem xcEnergy_chord (W : ℝ → ℝ) : xcEnergy (chord W) = halfAndHalf W := by
  have h : chord W = fun l => W 0 + (W 1 - W 0) * l + 0 * l ^ 2 := by
    funext l
    unfold chord
    ring
  rw [h, xcEnergy_quadratic]
  unfold halfAndHalf
  ring
```

## (d) The bound, and equality only for a straight line

**Task.** Let $W$ be convex and continuous on $[0,1]$. Show that $E_{xc}\le\tfrac12(W(0)+W(1))$, with equality if and only if $W$ is affine on $[0,1]$.

**Solution.** *The bound.* By part (a), $W(l)\le C(l)$ at every $l$ in $[0,1]$. Integrating both sides and using part (c),

$$E_{xc}=\int_0^1 W(l)\,dl\le\int_0^1 C(l)\,dl=\frac{W(0)+W(1)}{2}.$$

*Equality forces a straight line.* Let $D(l)=C(l)-W(l)$, which is continuous and non-negative on $[0,1]$. Suppose that $D(l_0)=\delta>0$ at some point $l_0$. By continuity, $D(l)>\delta/2$ on some subinterval of $[0,1]$ of length $\eta>0$ that contains $l_0$. Hence

$$\int_0^1 D(l)\,dl\ge\frac{\eta\,\delta}{2}>0,$$

and the bound is strict. If the two energies are equal, there is therefore no such point. So $W=C$ on all of $[0,1]$, which is the affine form with $p=W(0)$ and $q=W(1)-W(0)$.

*A straight line gives equality.* If $W(l)=p+q\,l$ on $[0,1]$, then $W(0)=p$ and $W(1)=p+q$, so

$$C(l)=(1-l)\,p+l\,(p+q)=p+q\,l=W(l).$$

The curve and its chord have the same integral, and part (c) gives equality.

The theorem `xcEnergy_le_halfAndHalf` takes convexity as `hW` and continuity on the closed interval as `hc`. Its conclusion joins the inequality to the equivalence between `halfAndHalf W = xcEnergy W` and `IsAffineIntegrand W`.

The three branches of the proof follow the three paragraphs above. The first uses monotonicity of the integral, `intervalIntegral.integral_mono_on`. The second assumes that `W l` differs from the chord at one point. A Mathlib lemma then plays the part of the $\delta,\eta$ estimate: for continuous functions, a pointwise inequality that is strict somewhere makes the integral inequality strict. This contradicts the assumed equality. In the third branch, `linear_combination` combines the affine formula at $0$, $1$ and $l$ to show that the chord agrees with `W`.

```lean
/-- For a continuous convex adiabatic connection integrand, the half-and-half value is at least
the exchange-correlation energy, with equality if and only if the integrand is affine. -/
theorem xcEnergy_le_halfAndHalf {W : ℝ → ℝ} (hW : ConvexOn ℝ (Icc 0 1) W)
    (hc : ContinuousOn W (Icc 0 1)) :
    xcEnergy W ≤ halfAndHalf W ∧
      (halfAndHalf W = xcEnergy W ↔ IsAffineIntegrand W) := by
  have hchord : Continuous (chord W) := by
    unfold chord
    fun_prop
  refine ⟨?_, ?_, ?_⟩
  · -- integrate the pointwise bound by the chord
    rw [← xcEnergy_chord]
    exact intervalIntegral.integral_mono_on zero_le_one
      (hc.intervalIntegrable_of_Icc zero_le_one) (hchord.intervalIntegrable _ _)
      (fun l hl => le_chord hW hl)
  · -- a single point strictly below the chord would make the bound strict
    intro heq
    refine ⟨W 0, W 1 - W 0, fun l hl => ?_⟩
    have hl' : W l = chord W l := by
      by_contra hne
      have hlt : xcEnergy W < xcEnergy (chord W) :=
        intervalIntegral.integral_lt_integral_of_continuousOn_of_le_of_exists_lt
          zero_lt_one hc hchord.continuousOn
          (fun x hx => le_chord hW ⟨hx.1.le, hx.2⟩)
          ⟨l, hl, lt_of_le_of_ne (le_chord hW hl) hne⟩
      rw [xcEnergy_chord] at hlt
      linarith
    rw [hl']
    unfold chord
    ring
  · -- an affine integrand coincides with its chord
    rintro ⟨p, q, h⟩
    rw [← xcEnergy_chord]
    unfold xcEnergy
    apply intervalIntegral.integral_congr
    intro l hl
    rw [uIcc_of_le zero_le_one] at hl
    have h0 := h 0 ⟨le_refl 0, zero_le_one⟩
    have h1 := h 1 ⟨zero_le_one, le_refl 1⟩
    have h2 := h l hl
    change (1 - l) * W 0 + l * W 1 = W l
    linear_combination (1 - l) * h0 + l * h1 - h2
```

## (e) The error for a quadratic curve is one sixth of the second-order coefficient

**Task.** For $W(l)=p+q\,l+r\,l^2$, find the half-and-half value minus $E_{xc}$.

**Solution.** The endpoint values are $W(0)=p$ and $W(1)=p+q+r$, so the half-and-half value is $p+\tfrac q2+\tfrac r2$. Subtracting the result of part (b) leaves

$$\frac r2-\frac r3=\frac r6.$$

The constant and linear coefficients cancel. The identity holds for every real $r$: a convex quadratic has $r\ge0$ and a non-negative error, in agreement with part (d), while a negative $r$ reverses the sign.

The Lean proof inserts the integral from (b), unfolds the half-and-half value and leaves the algebra to `ring`.

```lean
/-- For a quadratic integrand, the half-and-half value exceeds the exchange-correlation energy
by one sixth of the second-order coefficient. -/
theorem halfAndHalf_error_quadratic (p q r : ℝ) :
    halfAndHalf (fun l => p + q * l + r * l ^ 2)
      - xcEnergy (fun l => p + q * l + r * l ^ 2) = r / 6 := by
  rw [xcEnergy_quadratic]
  unfold halfAndHalf
  ring
```

## (f) The exact mixing fraction is at most one half

**Task.** Let $W$ be convex and continuous on $[0,1]$ with $W(1)<W(0)$, and let $a$ satisfy $a\,W(0)+(1-a)\,W(1)=E_{xc}$. Show that $a\le\tfrac12$, with equality if and only if $W$ is affine on $[0,1]$.

**Solution.** Subtract the half-and-half value from the hybrid:

$$a\,W(0)+(1-a)\,W(1)-\frac{W(0)+W(1)}{2}=\Bigl(a-\frac12\Bigr)\bigl(W(0)-W(1)\bigr).$$

By the choice of $a$, the left side is $E_{xc}$ minus the half-and-half value, which is at most zero by part (d). The factor $W(0)-W(1)$ is positive, so $a-\tfrac12\le0$. For the same reason, $a=\tfrac12$ holds exactly when $E_{xc}$ equals the half-and-half value, and by part (d) this happens exactly when $W$ is affine.

The condition $W(1)<W(0)$, named `hlow`, says that correlation lowers the integrand between the two ends. If the endpoint values were equal, the hybrid would not depend on $a$ at all. With unequal endpoints the condition on $a$ is a linear equation with exactly one solution,

$$a=\frac{E_{xc}-W(1)}{W(0)-W(1)}.$$

The Lean theorem takes `a` together with its defining equation `ha`, and so avoids the division.

In the proof, `hdiff` is the product identity above. The bound follows by contradiction, since $a>\tfrac12$ would make the product positive. For the equivalence, a vanishing product must have a vanishing factor, and the endpoint drop is not zero.

```lean
/-- If a continuous convex integrand is lower at full coupling than at zero coupling, the mixing
fraction that reproduces the exchange-correlation energy is at most one half, and it is one half
if and only if the integrand is affine. -/
theorem exact_fraction_le_half {W : ℝ → ℝ} (hW : ConvexOn ℝ (Icc 0 1) W)
    (hc : ContinuousOn W (Icc 0 1)) (hlow : W 1 < W 0) {a : ℝ}
    (ha : globalHybrid W a = xcEnergy W) :
    a ≤ 1 / 2 ∧ (a = 1 / 2 ↔ IsAffineIntegrand W) := by
  obtain ⟨hle, hiff⟩ := xcEnergy_le_halfAndHalf hW hc
  have hpos : 0 < W 0 - W 1 := sub_pos.mpr hlow
  -- the hybrid differs from half-and-half by the excess fraction times the endpoint drop
  have hdiff : (a - 1 / 2) * (W 0 - W 1) = xcEnergy W - halfAndHalf W := by
    rw [← ha]
    unfold globalHybrid halfAndHalf
    ring
  refine ⟨?_, ?_⟩
  · by_contra hcon
    have h := mul_pos (sub_pos.mpr (not_le.mp hcon)) hpos
    linarith
  · rw [← hiff]
    constructor
    · intro h
      rw [h, sub_self, zero_mul] at hdiff
      linarith
    · intro h
      rw [h, sub_self] at hdiff
      rcases mul_eq_zero.mp hdiff with h' | h'
      · linarith
      · exact absurd h' hpos.ne'
```

## (g) The exact mixing fraction is positive for a non-increasing curve

**Task.** Let $W$ be continuous and non-increasing on $[0,1]$ with $W(1)<W(0)$, and let $a$ be as in part (f). Show that $a>0$.

**Solution.** Since $W$ never increases, $W(l)\ge W(1)$ on $[0,1]$, and the inequality is strict at $l=0$. By continuity it stays strict on a short interval next to $0$, so

$$E_{xc}=\int_0^1 W(l)\,dl>W(1).$$

Insert $E_{xc}=a\,W(0)+(1-a)\,W(1)$ and subtract $W(1)$:

$$a\,\bigl(W(0)-W(1)\bigr)>0.$$

The second factor is positive, hence so is $a$.

Convexity plays no role here. The monotonicity hypothesis, `AntitoneOn W (Icc 0 1)`, stands for a property of the exact curve: at fixed density, the wavefunction that minimises the kinetic energy plus $l$ times the repulsion has, at a larger $l$, no larger expectation value of the unscaled repulsion. The file assumes this property. For a curve that satisfies the hypotheses of both (f) and (g), the exact fraction lies in $0<a\le\tfrac12$.

The Lean proof compares `W` with the constant `W 1` through the same strict-integral lemma as in part (d), with $l=0$ as the point of strict inequality. It then substitutes `ha` and reads off the sign of `a` from the product.

```lean
/-- If a continuous integrand never increases with the coupling strength and is lower at full
coupling than at zero coupling, the mixing fraction that reproduces the exchange-correlation
energy is strictly positive. -/
theorem exact_fraction_pos {W : ℝ → ℝ} (hanti : AntitoneOn W (Icc 0 1))
    (hc : ContinuousOn W (Icc 0 1)) (hlow : W 1 < W 0) {a : ℝ}
    (ha : globalHybrid W a = xcEnergy W) : 0 < a := by
  -- compare the integrand with its constant lower bound `W 1`
  have hlt : (∫ _l in (0 : ℝ)..1, W 1) < ∫ l in (0 : ℝ)..1, W l :=
    intervalIntegral.integral_lt_integral_of_continuousOn_of_le_of_exists_lt
      zero_lt_one continuousOn_const hc
      (fun x hx => hanti ⟨hx.1.le, hx.2⟩ ⟨zero_le_one, le_refl 1⟩ hx.2)
      ⟨0, ⟨le_refl 0, zero_le_one⟩, hlow⟩
  rw [intervalIntegral.integral_const, sub_zero, one_smul] at hlt
  change W 1 < xcEnergy W at hlt
  rw [← ha] at hlt
  unfold globalHybrid at hlt
  have hprod : 0 < a * (W 0 - W 1) := by linarith
  exact pos_of_mul_pos_left hprod (sub_pos.mpr hlow).le

end

end AdiabaticConnectionHalfAndHalf
```

```lean
#print axioms AdiabaticConnectionHalfAndHalf.xcEnergy_le_halfAndHalf
#print axioms AdiabaticConnectionHalfAndHalf.halfAndHalf_error_quadratic
#print axioms AdiabaticConnectionHalfAndHalf.exact_fraction_le_half
#print axioms AdiabaticConnectionHalfAndHalf.exact_fraction_pos
```

```
'AdiabaticConnectionHalfAndHalf.xcEnergy_le_halfAndHalf' depends on axioms: [propext, Classical.choice, Quot.sound]
'AdiabaticConnectionHalfAndHalf.halfAndHalf_error_quadratic' depends on axioms: [propext, Classical.choice, Quot.sound]
'AdiabaticConnectionHalfAndHalf.exact_fraction_le_half' depends on axioms: [propext, Classical.choice, Quot.sound]
'AdiabaticConnectionHalfAndHalf.exact_fraction_pos' depends on axioms: [propext, Classical.choice, Quot.sound]
```

## Hybrid input and an approximate endpoint

In a calculation, $W(0)$ can be evaluated as the exact exchange energy of the Kohn-Sham orbitals, whereas $W(1)$ usually has to be approximated by a density functional. Many hybrid functionals are also coded in a different form,

$$a\,E_x^{\text{exact}}+(1-a)\,E_x^{\text{approx}}+E_c^{\text{approx}},$$

where $E_x$ and $E_c$ are exchange and correlation energies. The factor $1-a$ multiplies only the approximate exchange, and correlation enters in full. In `globalHybrid` the same factor multiplies the whole of $W(1)$, correlation included. The bound $a\le\tfrac12$ therefore does not carry over directly to the exact-exchange fraction in an input file.

If an approximate endpoint $\widetilde W(1)$ takes the place of $W(1)$, the error of the half-and-half value becomes

$$\frac{W(0)+\widetilde W(1)}{2}-E_{xc}=\left[\frac{W(0)+W(1)}{2}-E_{xc}\right]+\frac{\widetilde W(1)-W(1)}{2}.$$

For a continuous convex curve the bracket is non-negative by part (d), but the last term can have either sign. An endpoint that is too low can cancel the trapezoid error or outweigh it, so the one-sided bound would need a further hypothesis, such as $\widetilde W(1)\ge W(1)$.
